# The partial transpose of a thermal spin-1/2 Heisenberg dimer is positive semidefinite exactly when exp(βJ) ≤ 3

Two spins 1/2 with exchange energy \(J\,\mathbf S_1\cdot\mathbf S_2\) are in thermal equilibrium at inverse temperature \(\beta\). Transposing the indices of the second spin alone turns their density matrix into one that is positive semidefinite if and only if \(e^{\beta J}\le 3\). A uniform field along \(z\) leaves this threshold unchanged.

A negative eigenvalue of the partial transpose signals entanglement. For two spins 1/2 the converse is also known, so the threshold separates entangled from unentangled thermal states; this interpretation is borrowed, and the theorems below speak only of positivity. The result gives finite-temperature exact diagonalisation of spin clusters a closed-form reference value, for two spins only. Applying it to a real magnetic dimer requires the further step of treating the pair as isolated, with purely isotropic exchange and, in a field, the same \(g\)-factor for both spins.

## Spin matrices and the Hamiltonian

```lean
import Mathlib

open Matrix
open scoped Kronecker ComplexOrder

namespace HeisenbergDimerPartialTranspose

noncomputable section
```

Two notations matter below: `⊗ₖ` is the Kronecker product, and \(0\le z\) for a complex number means that \(z\) is real and nonnegative.

```lean
/-- Operators on two spins 1/2; the index 0 is spin up and 1 is spin down. -/
abbrev TwoSpin := Matrix (Fin 2 × Fin 2) (Fin 2 × Fin 2) ℂ
```

A two-spin operator is a complex matrix whose rows and columns are labelled by pairs. The label `(0, 1)` is \(|\!\uparrow\downarrow\rangle\).

```lean
/-- The spin-1/2 matrix `Sx`, with ħ = 1. -/
def sx : Matrix (Fin 2) (Fin 2) ℂ := !![0, 1/2; 1/2, 0]
```

A `def` introduces a name. Semicolons separate the rows, so this is \(S_x\) with off-diagonal entries \(1/2\).

```lean
/-- The spin-1/2 matrix `Sy`, with ħ = 1. -/
def sy : Matrix (Fin 2) (Fin 2) ℂ := !![0, -Complex.I/2; Complex.I/2, 0]
```

This is \(S_y\), with entries \(\mp i/2\).

```lean
/-- The spin-1/2 matrix `Sz`, with ħ = 1. -/
def sz : Matrix (Fin 2) (Fin 2) ℂ := !![1/2, 0; 0, -1/2]
```

This is \(S_z\), with eigenvalues \(\pm1/2\).

```lean
/-- The Heisenberg dimer `J S1·S2` in a uniform field `B` along z. -/
def dimer (J B : ℝ) : TwoSpin :=
  (J : ℂ) • (sx ⊗ₖ sx + sy ⊗ₖ sy + sz ⊗ₖ sz) + (B : ℂ) • (sz ⊗ₖ 1 + 1 ⊗ₖ sz)
```

The Hamiltonian is \(H=J\,\mathbf S_1\cdot\mathbf S_2+B(S_{1z}+S_{2z})\). Positive \(J\) is antiferromagnetic. The letter \(B\) denotes a Zeeman energy, with the \(g\)-factor and the Bohr magneton absorbed, and positive \(B\) favours spin down.

## Thermal state and partial transpose

```lean
/-- The thermal state `exp(-βH) / tr exp(-βH)`, for a nonzero partition function. -/
def gibbs (β : ℝ) (H : TwoSpin) : TwoSpin :=
  (trace (NormedSpace.exp (-(β : ℂ) • H)))⁻¹ • NormedSpace.exp (-(β : ℂ) • H)
```

This is \(\rho=e^{-\beta H}/\operatorname{tr}e^{-\beta H}\), with the true matrix exponential.

```lean
/-- Transposition of the second spin only. -/
def partialTranspose (ρ : TwoSpin) : TwoSpin :=
  Matrix.of fun i j => ρ (i.1, j.2) (j.1, i.2)
```

In indices, \(\rho^{T_2}_{(i_1i_2),(j_1j_2)}=\rho_{(i_1j_2),(j_1i_2)}\): only the second-spin labels are exchanged.

```lean
/-- The matrix with diagonal entries `p` (up-up), `q` (down-down) and `s` (both antiparallel
states), and with `c` coupling the two antiparallel states. -/
def exchangeMatrix (p q s c : ℝ) : TwoSpin := Matrix.of fun i j =>
  ((![![![![p, 0], ![0, 0]], ![![0, s], ![c, 0]]],
      ![![![0, c], ![s, 0]], ![![0, 0], ![0, q]]]] i.1 i.2 j.1 j.2 : ℝ) : ℂ)
```

For a Hermitian matrix, conservation of total \(S_z\) and symmetry under exchange of the spins leave four real numbers: \(p\) for \(\uparrow\uparrow\), \(q\) for \(\downarrow\downarrow\), \(s\) for both antiparallel states, and \(c\) for the coupling between those two.

```lean
/-- The projector onto the singlet (up-down minus down-up, divided by √2). -/
def singlet : TwoSpin := exchangeMatrix 0 0 (1/2) (-1/2)
```

With \(s=1/2\) and \(c=-1/2\) this form is the projector onto \((|\!\uparrow\downarrow\rangle-|\!\downarrow\uparrow\rangle)/\sqrt2\).

```lean
/-- The sum of the four Boltzmann weights, relative to that of the triplet with `m = 0`. -/
def weightSum (β J B : ℝ) : ℝ :=
  Real.exp (β * J) + 1 + Real.exp (-(β * B)) + Real.exp (β * B)
```

Write \(x=e^{\beta J}\) and \(W=x+1+e^{-\beta B}+e^{\beta B}\). The sum \(W\) is not quite the partition function, which is \(e^{-\beta J/4}W\).

```lean
/-- The singlet weight `exp(βJ) / (3 + exp(βJ))` of the dimer without field. -/
def singletWeight (β J : ℝ) : ℝ := Real.exp (β * J) / (3 + Real.exp (β * J))
```

The zero-field singlet weight is \(w=x/(3+x)\).

## From the Hamiltonian to the thermal state

```lean
/-- The dimer Hamiltonian in the product basis: the field shifts the two polarised states, and
the exchange coupling flips antiparallel spins with amplitude `J/2`. -/
theorem dimer_eq (J B : ℝ) :
    dimer J B = exchangeMatrix (J/4 + B) (J/4 - B) (-J/4) (J/2) := by
  have hdot : sx ⊗ₖ sx + sy ⊗ₖ sy + sz ⊗ₖ sz = exchangeMatrix (1/4) (1/4) (-1/4) (1/2) := by
    ext ⟨i, i'⟩ ⟨j, j'⟩
    fin_cases i <;> fin_cases i' <;> fin_cases j <;> fin_cases j' <;>
      norm_num [sx, sy, sz, exchangeMatrix, div_mul_div_comm, Complex.I_mul_I]
  rw [dimer, hdot]
  ext ⟨i, i'⟩ ⟨j, j'⟩
  fin_cases i <;> fin_cases i' <;> fin_cases j <;> fin_cases j' <;>
    simp [sz, exchangeMatrix] <;> ring
```

A `theorem` states a claim after the colon and proves it after `:=`. By hand, \(S_{1z}S_{2z}\) contributes \(\pm1/4\) on the diagonal. The other two products add to \(1/2\) between the antiparallel states and cancel between the polarised ones. The field adds \(\pm B\) to the polarised states. Hence

\[
p=\tfrac J4+B,\quad q=\tfrac J4-B,\quad s=-\tfrac J4,\quad c=\tfrac J2 .
\]

Lean compares all sixteen entries, which `fin_cases` lists.

```lean
/-- The Boltzmann operator `exp(-βH)` of the dimer in the product basis. -/
theorem exp_dimer (β J B : ℝ) :
    NormedSpace.exp (-(β : ℂ) • dimer J B) =
      exchangeMatrix (Real.exp (-(β * J / 4)) * Real.exp (-(β * B)))
        (Real.exp (-(β * J / 4)) * Real.exp (β * B))
        (Real.exp (-(β * J / 4)) * ((Real.exp (β * J) + 1) / 2))
        (Real.exp (-(β * J / 4)) * ((1 - Real.exp (β * J)) / 2)) := by
  -- the columns of U are up-up, singlet, triplet with m = 0, down-down
  let U : TwoSpin := Matrix.of fun i j =>
    ![![![![1, 0], ![0, 0]], ![![0, 1], ![1, 0]]],
      ![![![0, -1], ![1, 0]], ![![0, 0], ![0, 1]]]] i.1 i.2 j.1 j.2
  let V : TwoSpin := Matrix.of fun i j =>
    ![![![![1, 0], ![0, 0]], ![![0, 1/2], ![-1/2, 0]]],
      ![![![0, 1/2], ![1/2, 0]], ![![0, 0], ![0, 1]]]] i.1 i.2 j.1 j.2
  let E : Fin 2 × Fin 2 → ℝ := fun i =>
    ![![-(β * J / 4) + -(β * B), -(β * J / 4) + β * J],
      ![-(β * J / 4), -(β * J / 4) + β * B]] i.1 i.2
  let W : Fin 2 × Fin 2 → ℝ := fun i =>
    ![![Real.exp (-(β * J / 4)) * Real.exp (-(β * B)),
        Real.exp (-(β * J / 4)) * Real.exp (β * J)],
      ![Real.exp (-(β * J / 4)), Real.exp (-(β * J / 4)) * Real.exp (β * B)]] i.1 i.2
  have hUV : U * V = 1 := by
    ext ⟨i, i'⟩ ⟨j, j'⟩
    fin_cases i <;> fin_cases i' <;> fin_cases j <;> fin_cases j' <;>
      norm_num [U, V, Matrix.mul_apply, Fintype.sum_prod_type, Fin.sum_univ_two,
        Matrix.one_apply]
  let u : TwoSpinˣ := ⟨U, V, hUV, mul_eq_one_comm.mp hUV⟩
  have hH : -(β : ℂ) • dimer J B =
      (u : TwoSpin) * diagonal (fun i => (E i : ℂ)) * ((u⁻¹ : TwoSpinˣ) : TwoSpin) := by
    change _ = U * diagonal (fun i => (E i : ℂ)) * V
    rw [dimer_eq]
    ext ⟨i, i'⟩ ⟨j, j'⟩
    fin_cases i <;> fin_cases i' <;> fin_cases j <;> fin_cases j' <;>
      simp [U, V, E, exchangeMatrix, Matrix.mul_apply, Matrix.diagonal_apply,
        Fintype.sum_prod_type, Fin.sum_univ_two] <;> ring
  have hW : ∀ i, Real.exp (E i) = W i := by
    rintro ⟨i, j⟩
    fin_cases i <;> fin_cases j
    · exact Real.exp_add (-(β * J / 4)) (-(β * B))
    · exact Real.exp_add (-(β * J / 4)) (β * J)
    · rfl
    · exact Real.exp_add (-(β * J / 4)) (β * B)
  have he : NormedSpace.exp (fun i => (E i : ℂ)) = fun i => (W i : ℂ) := by
    funext i
    rw [Pi.coe_exp, ← Complex.exp_eq_exp_ℂ, ← Complex.ofReal_exp, hW]
  -- exponentiate the energies and return to the product basis
  rw [hH, Matrix.exp_units_conj, Matrix.exp_diagonal, he]
  change U * diagonal (fun i => (W i : ℂ)) * V = _
  ext ⟨i, i'⟩ ⟨j, j'⟩
  fin_cases i <;> fin_cases i' <;> fin_cases j <;> fin_cases j' <;>
    simp [U, V, W, exchangeMatrix, Matrix.mul_apply, Matrix.diagonal_apply,
      Fintype.sum_prod_type, Fin.sum_univ_two] <;> ring
```

The antiparallel block has eigenvalues \(s\pm c\). The energies are therefore \(J/4+B\), \(J/4\) and \(J/4-B\) for the triplet and \(-3J/4\) for the singlet. Their Boltzmann factors are \(e^{-\beta J/4}\) times \(e^{-\beta B}\), \(1\), \(e^{\beta B}\) and \(x\). Returning to the product basis, the antiparallel block of \(e^{-\beta H}\) has

\[
s=e^{-\beta J/4}\,\frac{x+1}{2},\qquad c=e^{-\beta J/4}\,\frac{1-x}{2}.
\]

In the proof, `U` holds the eigenvectors as columns, without the factors \(1/\sqrt2\), and `V` is its inverse. `E` lists the exponents \(-\beta E_n\), where \(E_n\) are the energies, and `W` lists their exponentials; this local `W` is not the sum \(W\) above. The step `hH` is the diagonalisation, and `Matrix.exp_units_conj` and `Matrix.exp_diagonal` reduce the matrix exponential to four scalar ones.

```lean
/-- The thermal state of the dimer in a field, in the product basis. -/
theorem gibbs_dimer (β J B : ℝ) :
    gibbs β (dimer J B) =
      exchangeMatrix (Real.exp (-(β * B)) / weightSum β J B)
        (Real.exp (β * B) / weightSum β J B)
        ((Real.exp (β * J) + 1) / 2 / weightSum β J B)
        ((1 - Real.exp (β * J)) / 2 / weightSum β J B) := by
  have hsmul : ∀ r p q s c : ℝ, (r : ℂ) • exchangeMatrix p q s c =
      exchangeMatrix (r * p) (r * q) (r * s) (r * c) := by
    intro r p q s c
    ext ⟨i, i'⟩ ⟨j, j'⟩
    fin_cases i <;> fin_cases i' <;> fin_cases j <;> fin_cases j' <;> simp [exchangeMatrix]
  have htr : ∀ p q s c : ℝ, trace (exchangeMatrix p q s c) = ((p + q + 2 * s : ℝ) : ℂ) := by
    intro p q s c
    simp [Matrix.trace, exchangeMatrix, Fintype.sum_prod_type, Fin.sum_univ_two]
    ring
  have key : ∀ t Z a : ℝ, t ≠ 0 → (t * Z)⁻¹ * (t * a) = a / Z := by
    intro t Z a ht
    rw [inv_mul_eq_div, mul_div_mul_left _ _ ht]
  have ht := (Real.exp_pos (-(β * J / 4))).ne'
  have hZ : Real.exp (-(β * J / 4)) * Real.exp (-(β * B)) +
      Real.exp (-(β * J / 4)) * Real.exp (β * B) +
      2 * (Real.exp (-(β * J / 4)) * ((Real.exp (β * J) + 1) / 2)) =
      Real.exp (-(β * J / 4)) * weightSum β J B := by
    rw [weightSum]
    ring
  rw [gibbs, exp_dimer, htr, hZ, ← Complex.ofReal_inv, hsmul,
    key _ _ _ ht, key _ _ _ ht, key _ _ _ ht, key _ _ _ ht]
```

The trace is \(p+q+2s=e^{-\beta J/4}W\). Dividing by it cancels the common factor and gives

\[
p=\frac{e^{-\beta B}}W,\quad q=\frac{e^{\beta B}}W,\quad s=\frac{x+1}{2W},\quad c=\frac{1-x}{2W}.
\]

Here `htr` computes the trace, `hZ` identifies it, and `key` performs the cancellation.

## Positivity of the partial transpose

```lean
/-- The quadratic form `z† M z` of the partially transposed matrix `M`: `c` now couples the two
polarised states. -/
theorem partialTranspose_form (p q s c : ℝ) (z : Fin 2 × Fin 2 → ℂ) :
    star z ⬝ᵥ (partialTranspose (exchangeMatrix p q s c) *ᵥ z) =
      ((p * ((z (0, 0)).re ^ 2 + (z (0, 0)).im ^ 2)
        + q * ((z (1, 1)).re ^ 2 + (z (1, 1)).im ^ 2)
        + 2 * c * ((z (0, 0)).re * (z (1, 1)).re + (z (0, 0)).im * (z (1, 1)).im)
        + s * ((z (0, 1)).re ^ 2 + (z (0, 1)).im ^ 2
          + (z (1, 0)).re ^ 2 + (z (1, 0)).im ^ 2) : ℝ) : ℂ) := by
  apply Complex.ext
  · rw [Complex.ofReal_re]
    simp [dotProduct, Matrix.mulVec, partialTranspose, exchangeMatrix,
      Fintype.sum_prod_type, Fin.sum_univ_two]
    ring
  · rw [Complex.ofReal_im]
    simp [dotProduct, Matrix.mulVec, partialTranspose, exchangeMatrix,
      Fintype.sum_prod_type, Fin.sum_univ_two]
    ring
```

Partial transposition moves \(c\) to the corner between \(\uparrow\uparrow\) and \(\downarrow\downarrow\). For a vector \(z\),

\[
z^\dagger\rho^{T_2}z=p|z_{\uparrow\uparrow}|^2+q|z_{\downarrow\downarrow}|^2+2c\,\mathrm{Re}(z_{\uparrow\uparrow}^*z_{\downarrow\downarrow})+s\left(|z_{\uparrow\downarrow}|^2+|z_{\downarrow\uparrow}|^2\right).
\]

Lean checks the real and imaginary parts separately.

```lean
/-- For `p > 0` and `s ≥ 0` the partial transpose is positive semidefinite if and only if
`c² ≤ p q`. -/
theorem partialTranspose_posSemidef_iff {p q s c : ℝ} (hp : 0 < p) (hs : 0 ≤ s) :
    (partialTranspose (exchangeMatrix p q s c)).PosSemidef ↔ c ^ 2 ≤ p * q := by
  constructor
  · intro h
    -- test with the vector c |up-up> - p |down-down>
    have h1 := h.dotProduct_mulVec_nonneg
      (fun i => ((![![c, 0], ![0, -p]] i.1 i.2 : ℝ) : ℂ))
    rw [partialTranspose_form] at h1
    have h2 : 0 ≤ p * (p * q - c ^ 2) := by
      convert Complex.zero_le_real.mp h1 using 1
      simp
      ring
    linarith [(mul_nonneg_iff_of_pos_left hp).mp h2]
  · intro h
    refine Matrix.PosSemidef.of_dotProduct_mulVec_nonneg ?_ fun z => ?_
    · ext ⟨i, i'⟩ ⟨j, j'⟩
      fin_cases i <;> fin_cases i' <;> fin_cases j <;> fin_cases j' <;>
        simp [partialTranspose, exchangeMatrix]
    · rw [partialTranspose_form]
      refine Complex.zero_le_real.mpr ((mul_nonneg_iff_of_pos_left hp).mp ?_)
      -- complete the square in the polarised block
      have h1 := mul_nonneg (sub_nonneg.mpr h)
        (add_nonneg (sq_nonneg (z (1, 1)).re) (sq_nonneg (z (1, 1)).im))
      have h2 : 0 ≤ p * s * ((z (0, 1)).re ^ 2 + (z (0, 1)).im ^ 2
          + (z (1, 0)).re ^ 2 + (z (1, 0)).im ^ 2) := by positivity
      nlinarith [sq_nonneg (p * (z (0, 0)).re + c * (z (1, 1)).re),
        sq_nonneg (p * (z (0, 0)).im + c * (z (1, 1)).im)]
```

The symbol `↔` means "if and only if", and the proof treats each direction in turn.

Suppose the partial transpose is positive semidefinite. The vector \(c|\!\uparrow\uparrow\rangle-p|\!\downarrow\downarrow\rangle\) gives \(pc^2+qp^2-2pc^2=p(pq-c^2)\), or \(p(pq-c^2)/(p^2+c^2)\) after normalisation. This is nonnegative and \(p>0\), so \(c^2\le pq\).

Conversely, multiply the quadratic form by \(p\) and complete the square:

\[
|pz_{\uparrow\uparrow}+cz_{\downarrow\downarrow}|^2+(pq-c^2)|z_{\downarrow\downarrow}|^2+ps\left(|z_{\uparrow\downarrow}|^2+|z_{\downarrow\uparrow}|^2\right).
\]

Every term is nonnegative if \(c^2\le pq\) and \(s\ge0\). The tactic `nlinarith` assembles this sum from the squares it is given. Lean also checks that the matrix is Hermitian, which is part of `PosSemidef`.

Relaxing \(p>0\) to \(p\ge0\) would make the equivalence false: for \(p=s=c=0\) and \(q=-1\) the inequality \(c^2\le pq\) holds, yet the matrix has the eigenvalue \(-1\).

```lean
/-- The partial transpose of the thermal state of the dimer is positive semidefinite if and only
if `exp(βJ) ≤ 3`, whatever the uniform field `B`. -/
theorem thermal_ppt_iff (β J B : ℝ) :
    (partialTranspose (gibbs β (dimer J B))).PosSemidef ↔ Real.exp (β * J) ≤ 3 := by
  have hZ : 0 < weightSum β J B := by
    unfold weightSum
    positivity
  have hx := Real.exp_pos (β * J)
  -- the field factors of the two polarised states cancel
  have hB : Real.exp (-(β * B)) * Real.exp (β * B) = 1 := by
    rw [← Real.exp_add, neg_add_cancel, Real.exp_zero]
  rw [gibbs_dimer, partialTranspose_posSemidef_iff (div_pos (Real.exp_pos _) hZ)
    (by positivity), div_mul_div_comm, hB, ← sq, div_pow _ (weightSum β J B),
    div_le_div_iff_of_pos_right (pow_pos hZ 2)]
  constructor
  · intro h
    by_contra hlt
    nlinarith [mul_pos (sub_pos.mpr (not_le.mp hlt)) hx]
  · intro h
    nlinarith [mul_nonneg (sub_nonneg.mpr h) hx.le]
```

This is the main theorem, for all real \(\beta\), \(J\) and \(B\). Inserting the thermal entries, the field factors cancel in \(pq=1/W^2\), and the criterion becomes

\[
\frac{(1-x)^2}{4W^2}\le\frac1{W^2}
\iff (1-x)^2\le4
\iff -1\le x\le3 .
\]

Since \(x=e^{\beta J}>0\), only \(x\le3\) remains. In Lean, `hB` is the cancellation of the field, and the two final `nlinarith` calls settle the quadratic inequality.

## Singlet weight and threshold temperature

```lean
/-- Without field the thermal state has weight `w = exp(βJ) / (3 + exp(βJ))` on the singlet and
`(1 - w)/3` on each triplet state. -/
theorem gibbs_zero_field (β J : ℝ) :
    gibbs β (dimer J 0) = (singletWeight β J : ℂ) • singlet +
      (((1 - singletWeight β J) / 3 : ℝ) : ℂ) • (1 - singlet) := by
  have hmix : ∀ a b : ℝ, (a : ℂ) • singlet + (b : ℂ) • (1 - singlet) =
      exchangeMatrix b b ((a + b) / 2) ((b - a) / 2) := by
    intro a b
    ext ⟨i, i'⟩ ⟨j, j'⟩
    fin_cases i <;> fin_cases i' <;> fin_cases j <;> fin_cases j' <;>
      simp [singlet, exchangeMatrix] <;> ring
  have hZ : weightSum β J 0 = 3 + Real.exp (β * J) := by
    rw [weightSum, mul_zero, neg_zero, Real.exp_zero]
    ring
  have hx : 3 + Real.exp (β * J) ≠ 0 := by positivity
  rw [hmix, gibbs_dimer, hZ, singletWeight, mul_zero, neg_zero, Real.exp_zero]
  generalize Real.exp (β * J) = x at hx ⊢
  congr 1 <;> field_simp <;> ring
```

At \(B=0\) the state is \(\rho=wP+\frac{1-w}{3}(1-P)\), where \(P\) is the singlet projector. Since \(1-P\) projects onto the three triplet states, each carries weight \((1-w)/3=1/(3+x)\). The step `hmix` writes such a mixture in the four-number form, and the entries then agree with those of the thermal state. The threshold \(x=3\) corresponds to \(w=1/2\).

The state could also have been defined as this mixture, with \(w\) as a free parameter between 0 and 1. The condition would then read \(w\le1/2\) and no matrix exponential would be needed, but the link to the Hamiltonian would be an assumption and the case with a field would be lost.

```lean
/-- At temperature `T > 0` (with k_B = 1) the partial transpose of the thermal state is positive
semidefinite if and only if `T ≥ J / ln 3`, for every field `B`. -/
theorem thermal_ppt_iff_temperature {T : ℝ} (hT : 0 < T) (J B : ℝ) :
    (partialTranspose (gibbs T⁻¹ (dimer J B))).PosSemidef ↔ J / Real.log 3 ≤ T := by
  have hlog : 0 < Real.log 3 := Real.log_pos (by norm_num)
  rw [thermal_ppt_iff, ← Real.le_log_iff_exp_le (by norm_num), inv_mul_eq_div,
    div_le_iff₀ hT, div_le_iff₀ hlog, mul_comm]

end

end HeisenbergDimerPartialTranspose
```

With \(k_B=1\) and \(T>0\), set \(\beta=1/T\), written `T⁻¹`. Taking logarithms,

\[
e^{J/T}\le3\iff \frac JT\le\ln3\iff T\ge\frac J{\ln3}.
\]

The rewriting steps follow this chain. For \(J\le0\) the condition holds at every positive temperature. The ground state at \(T=0\) is excluded; for \(|B|>J>0\) it is a fully polarised product state, although the partial transpose has a negative eigenvalue at every temperature with \(0<T<J/\ln3\).

```lean
#print axioms HeisenbergDimerPartialTranspose.partialTranspose_posSemidef_iff
#print axioms HeisenbergDimerPartialTranspose.gibbs_zero_field
#print axioms HeisenbergDimerPartialTranspose.thermal_ppt_iff_temperature
```

```
'HeisenbergDimerPartialTranspose.partialTranspose_posSemidef_iff' depends on axioms: [propext, Classical.choice, Quot.sound]
'HeisenbergDimerPartialTranspose.gibbs_zero_field' depends on axioms: [propext, Classical.choice, Quot.sound]
'HeisenbergDimerPartialTranspose.thermal_ppt_iff_temperature' depends on axioms: [propext, Classical.choice, Quot.sound]
```
